# The net reactive flux of a finite Markov chain is the same through every dividing surface between A and B

To read a reaction rate off a Markov state model, one can sum the net reactive current across a dividing surface between reactant states $A$ and product states $B$. For a finite chain with positive weights and committors that solve their equations exactly, the choice of surface does not affect the result.

```lean
import Mathlib

open Finset

namespace TransitionPathCurrent

noncomputable section

variable {V : Type*} [Fintype V] [DecidableEq V]

/-- Transition matrix of the time-reversed chain, `μ j * P j i / μ i`. -/
def timeReversal (μ : V → ℝ) (P : Matrix V V ℝ) : Matrix V V ℝ :=
  fun i j => μ j * P j i / μ i

/-- `q` is a committor from `A` to `B`: it is 0 on `A`, 1 on `B`, and equal to its
average over the next step elsewhere. -/
structure IsCommittor (P : Matrix V V ℝ) (A B : Finset V) (q : V → ℝ) : Prop where
  on_source : ∀ i ∈ A, q i = 0
  on_target : ∀ i ∈ B, q i = 1
  harmonic : ∀ i, i ∉ A → i ∉ B → q i = ∑ j, P i j * q j

/-- `q` is a backward committor: a committor of the time-reversed chain from `B` to `A`. -/
def IsBackwardCommittor (μ : V → ℝ) (P : Matrix V V ℝ) (A B : Finset V) (q : V → ℝ) : Prop :=
  IsCommittor (timeReversal μ P) B A q

/-- The reactive current `μ i * q⁻ i * P i j * q⁺ j` from state `i` to state `j`. -/
def current (μ : V → ℝ) (P : Matrix V V ℝ) (qm qp : V → ℝ) (i j : V) : ℝ :=
  μ i * qm i * P i j * qp j

/-- Net flux of a current `f` out of a set of states `S`. -/
def netFlux (f : V → V → ℝ) (S : Finset V) : ℝ :=
  ∑ i ∈ S, ∑ j ∈ Sᶜ, (f i j - f j i)

/-- The reaction rate: weight in `A` times the committor averaged over the next step. -/
def reactionRate (μ : V → ℝ) (P : Matrix V V ℝ) (A : Finset V) (qp : V → ℝ) : ℝ :=
  ∑ i ∈ A, μ i * ∑ j, P i j * qp j

variable {μ qm qp : V → ℝ} {P : Matrix V V ℝ} {A B : Finset V}

omit [Fintype V] [DecidableEq V] in
/-- The weighted reversed transition `i → j` equals the weighted original transition `j → i`. -/
theorem weight_mul_timeReversal (hμ : ∀ i, 0 < μ i) (i j : V) :
    μ i * timeReversal μ P i j = μ j * P j i := by
  have h := (hμ i).ne'
  unfold timeReversal
  field_simp

omit [DecidableEq V] in
/-- For a positive stationary distribution, the rows of the time-reversed matrix sum to one
and the same distribution is stationary for it. -/
theorem timeReversal_stochastic (hμ : ∀ i, 0 < μ i) (hrow : ∀ i, ∑ j, P i j = 1)
    (hstat : ∀ j, ∑ i, μ i * P i j = μ j) :
    (∀ i, ∑ j, timeReversal μ P i j = 1) ∧
      ∀ j, ∑ i, μ i * timeReversal μ P i j = μ j := by
  constructor
  · intro i
    simp only [timeReversal]
    rw [← Finset.sum_div, hstat i, div_self (hμ i).ne']
  · intro j
    simp only [weight_mul_timeReversal hμ]
    rw [← Finset.mul_sum, hrow j, mul_one]

omit [DecidableEq V] in
/-- The reactive current is conserved at every state outside `A` and `B`:
total outflow equals total inflow. -/
theorem current_conserved (hμ : ∀ i, 0 < μ i) (hp : IsCommittor P A B qp)
    (hm : IsBackwardCommittor μ P A B qm) {i : V} (hA : i ∉ A) (hB : i ∉ B) :
    ∑ j, current μ P qm qp i j = ∑ j, current μ P qm qp j i := by
  -- the forward equation evaluates the outflow
  have hout : ∑ j, current μ P qm qp i j = μ i * qm i * qp i := by
    rw [hp.harmonic i hA hB, Finset.mul_sum]
    refine Finset.sum_congr rfl fun j _ => ?_
    unfold current
    ring
  -- the backward equation evaluates the inflow
  have hback : μ i * qm i = ∑ j, μ j * qm j * P j i := by
    rw [IsCommittor.harmonic hm i hB hA, Finset.mul_sum]
    refine Finset.sum_congr rfl fun j _ => ?_
    linear_combination qm j * weight_mul_timeReversal (P := P) hμ i j
  rw [hout, hback, Finset.sum_mul]
  rfl

/-- The net flux of any current out of `S` is the sum over `S` of outflow minus inflow. -/
theorem netFlux_eq_sum_divergence (f : V → V → ℝ) (S : Finset V) :
    netFlux f S = ∑ i ∈ S, (∑ j, f i j - ∑ j, f j i) := by
  -- currents between two states of `S` cancel
  have h : ∑ i ∈ S, ∑ j ∈ S, (f i j - f j i) = 0 := by
    simp only [Finset.sum_sub_distrib]
    exact sub_eq_zero.mpr Finset.sum_comm
  have hs : ∀ i, ∑ j, f i j - ∑ j, f j i
      = ∑ j ∈ S, (f i j - f j i) + ∑ j ∈ Sᶜ, (f i j - f j i) := by
    intro i
    rw [Finset.sum_add_sum_compl, Finset.sum_sub_distrib]
  rw [Finset.sum_congr rfl (fun i _ => hs i), Finset.sum_add_distrib, h, zero_add]
  rfl

/-- The net reactive flux out of any set that contains `A` and is disjoint from `B`
equals the reaction rate. -/
theorem netFlux_eq_reactionRate (hμ : ∀ i, 0 < μ i) (hp : IsCommittor P A B qp)
    (hm : IsBackwardCommittor μ P A B qm) {S : Finset V} (hAS : A ⊆ S) (hSB : Disjoint S B) :
    netFlux (current μ P qm qp) S = reactionRate μ P A qp := by
  have hz : ∀ i ∈ S, i ∉ A →
      ∑ j, current μ P qm qp i j - ∑ j, current μ P qm qp j i = 0 := fun i hS hA =>
    sub_eq_zero.mpr (current_conserved hμ hp hm hA (Finset.disjoint_left.mp hSB hS))
  rw [netFlux_eq_sum_divergence, ← Finset.sum_subset hAS hz]
  refine Finset.sum_congr rfl fun i hi => ?_
  simp [current, hp.on_source i hi, IsCommittor.on_target hm i hi, Finset.mul_sum, mul_assoc]

/-- The net reactive flux is the same through any two dividing surfaces
that separate `A` from `B`. -/
theorem netFlux_independent (hμ : ∀ i, 0 < μ i) (hp : IsCommittor P A B qp)
    (hm : IsBackwardCommittor μ P A B qm) {S T : Finset V} (hAS : A ⊆ S) (hSB : Disjoint S B)
    (hAT : A ⊆ T) (hTB : Disjoint T B) :
    netFlux (current μ P qm qp) S = netFlux (current μ P qm qp) T := by
  rw [netFlux_eq_reactionRate hμ hp hm hAS hSB, netFlux_eq_reactionRate hμ hp hm hAT hTB]

/-- The reaction rate equals the total reactive current arriving in `B`. -/
theorem reactionRate_eq_arrival (hμ : ∀ i, 0 < μ i) (hp : IsCommittor P A B qp)
    (hm : IsBackwardCommittor μ P A B qm) :
    reactionRate μ P A qp = ∑ j ∈ B, ∑ i, μ i * qm i * P i j := by
  have hS : A ⊆ Bᶜ := by
    intro i hi
    rw [Finset.mem_compl]
    intro hb
    have h0 := hp.on_source i hi
    have h1 := hp.on_target i hb
    linarith
  rw [← netFlux_eq_reactionRate hμ hp hm hS disjoint_compl_left, netFlux_eq_sum_divergence]
  -- outflow minus inflow vanishes when summed over all states
  have htot : ∑ i, (∑ j, current μ P qm qp i j - ∑ j, current μ P qm qp j i) = 0 := by
    rw [Finset.sum_sub_distrib]
    exact sub_eq_zero.mpr Finset.sum_comm
  rw [← Finset.sum_add_sum_compl B] at htot
  have hB : ∑ i ∈ B, (∑ j, current μ P qm qp i j - ∑ j, current μ P qm qp j i)
      = -∑ j ∈ B, ∑ i, μ i * qm i * P i j := by
    rw [← Finset.sum_neg_distrib]
    refine Finset.sum_congr rfl fun i hi => ?_
    simp [current, hp.on_target i hi, IsCommittor.on_source hm i hi]
  linarith

omit [DecidableEq V] in
/-- Under detailed balance, one minus the forward committor is a backward committor. -/
theorem backward_of_detailedBalance (hμ : ∀ i, 0 < μ i) (hrow : ∀ i, ∑ j, P i j = 1)
    (hdb : ∀ i j, μ i * P i j = μ j * P j i) (hp : IsCommittor P A B qp) :
    IsBackwardCommittor μ P A B (fun i => 1 - qp i) := by
  have ht : ∀ i j, timeReversal μ P i j = P i j := fun i j =>
    mul_left_cancel₀ (hμ i).ne' ((weight_mul_timeReversal hμ i j).trans (hdb i j).symm)
  refine ⟨fun i hi => ?_, fun i hi => ?_, fun i hB hA => ?_⟩
  · simp [hp.on_target i hi]
  · simp [hp.on_source i hi]
  · simp only [ht, mul_sub, mul_one, Finset.sum_sub_distrib, hrow]
    rw [← hp.harmonic i hA hB]

/-- Under detailed balance, the reaction rate is the Dirichlet form of the committor. -/
theorem reactionRate_eq_dirichlet (hrow : ∀ i, ∑ j, P i j = 1)
    (hdb : ∀ i j, μ i * P i j = μ j * P j i) (hp : IsCommittor P A B qp) :
    reactionRate μ P A qp = 1 / 2 * ∑ i, ∑ j, μ i * P i j * (qp j - qp i) ^ 2 := by
  have key : ∀ i, ∑ j, (1 - qp i) * (μ i * P i j * (qp j - qp i))
      = (1 - qp i) * μ i * (∑ j, P i j * qp j - qp i) := by
    intro i
    have h : ∑ j, P i j * qp j - qp i = ∑ j, P i j * (qp j - qp i) := by
      simp only [mul_sub, Finset.sum_sub_distrib, ← Finset.sum_mul, hrow, one_mul]
    rw [h, Finset.mul_sum]
    exact Finset.sum_congr rfl fun j _ => by ring
  have hz : ∀ i ∈ (Finset.univ : Finset V), i ∉ A →
      (1 - qp i) * μ i * (∑ j, P i j * qp j - qp i) = 0 := by
    intro i _ hA
    by_cases hB : i ∈ B
    · simp [hp.on_target i hB]
    · rw [← hp.harmonic i hA hB, sub_self, mul_zero]
  -- only states of `A` contribute to the sum
  have h1 : ∑ i, ∑ j, (1 - qp i) * (μ i * P i j * (qp j - qp i)) = reactionRate μ P A qp := by
    rw [Finset.sum_congr rfl (fun i _ => key i),
      ← Finset.sum_subset (Finset.subset_univ A) hz]
    refine Finset.sum_congr rfl fun i hi => ?_
    rw [hp.on_source i hi]
    ring
  -- exchange the two states and use detailed balance
  have h2 : ∑ i, ∑ j, (1 - qp i) * (μ i * P i j * (qp j - qp i))
      = ∑ i, ∑ j, (1 - qp j) * (μ i * P i j * (qp i - qp j)) :=
    Finset.sum_comm.trans (Finset.sum_congr rfl fun i _ =>
      Finset.sum_congr rfl fun j _ => by rw [hdb j i])
  have h3 : ∑ i, ∑ j, μ i * P i j * (qp j - qp i) ^ 2
      = ∑ i, ∑ j, (1 - qp i) * (μ i * P i j * (qp j - qp i))
        + ∑ i, ∑ j, (1 - qp j) * (μ i * P i j * (qp i - qp j)) := by
    simp only [← Finset.sum_add_distrib]
    exact Finset.sum_congr rfl fun i _ => Finset.sum_congr rfl fun j _ => by ring
  linarith

/-- A driven three-state cycle: forward steps have probability 2/3, backward steps 1/3. -/
def drivenCycle : Matrix (Fin 3) (Fin 3) ℝ :=
  !![0, 2/3, 1/3; 1/3, 0, 2/3; 2/3, 1/3, 0]

/-- The driven cycle with uniform stationary distribution violates detailed balance, has
`(0, 2/3, 1)` and `(1, 2/3, 0)` as forward and backward committors between states 0 and 2,
and has reaction rate 7/27. -/
theorem drivenCycle_witness :
    (∀ i, ∑ j, drivenCycle i j = 1) ∧
    (∀ j, ∑ i, (1/3 : ℝ) * drivenCycle i j = 1/3) ∧
    (1/3 : ℝ) * drivenCycle 0 1 ≠ 1/3 * drivenCycle 1 0 ∧
    IsCommittor drivenCycle {0} {2} ![0, 2/3, 1] ∧
    IsBackwardCommittor (fun _ => 1/3) drivenCycle {0} {2} ![1, 2/3, 0] ∧
    reactionRate (fun _ => 1/3) drivenCycle {0} ![0, 2/3, 1] = 7/27 := by
  refine ⟨?_, ?_, ?_, ⟨?_, ?_, ?_⟩, ⟨?_, ?_, ?_⟩, ?_⟩
  · intro i
    fin_cases i <;> simp [drivenCycle, Fin.sum_univ_three] <;> norm_num
  · intro i
    fin_cases i <;> simp [drivenCycle, Fin.sum_univ_three] <;> norm_num
  · norm_num [drivenCycle]
  · intro i
    fin_cases i <;> simp
  · intro i
    fin_cases i <;> simp
  · intro i
    fin_cases i <;> simp [drivenCycle, Fin.sum_univ_three]
  · intro i
    fin_cases i <;> simp
  · intro i
    fin_cases i <;> simp
  · intro i
    fin_cases i <;> simp [drivenCycle, timeReversal, Fin.sum_univ_three]
    norm_num
  · simp [reactionRate, drivenCycle, Fin.sum_univ_three]
    norm_num

end

end TransitionPathCurrent
```

```lean
#print axioms TransitionPathCurrent.netFlux_independent
#print axioms TransitionPathCurrent.reactionRate_eq_arrival
#print axioms TransitionPathCurrent.backward_of_detailedBalance
#print axioms TransitionPathCurrent.reactionRate_eq_dirichlet
```

```
'TransitionPathCurrent.netFlux_independent' depends on axioms: [propext, Classical.choice, Quot.sound]
'TransitionPathCurrent.reactionRate_eq_arrival' depends on axioms: [propext, Classical.choice, Quot.sound]
'TransitionPathCurrent.backward_of_detailedBalance' depends on axioms: [propext, Classical.choice, Quot.sound]
'TransitionPathCurrent.reactionRate_eq_dirichlet' depends on axioms: [propext, Classical.choice, Quot.sound]
```

## Committors, currents and surfaces

The states form a finite type `V`, and $P_{ij}$ is the probability of stepping from $i$ to $j$ in one time step. The weights $\mu_i$ are the stationary distribution. The time-reversed chain, `timeReversal μ P`, has the matrix

$$\tilde P_{ij} = \frac{\mu_j P_{ji}}{\mu_i}.$$

The forward committor $q^+$ (`qp`) is the probability of reaching $B$ before $A$. `IsCommittor` encodes it by its equations: $q^+=0$ on $A$, $q^+=1$ on $B$, and $q^+_i=\sum_j P_{ij}q^+_j$ elsewhere. The backward committor $q^-$ (`qm`) is the probability of having come last from $A$ rather than $B$. `IsBackwardCommittor` makes it a committor of $\tilde P$ with the two sets exchanged, so $q^-=1$ on $A$ and $q^-=0$ on $B$.

The reactive current is $f_{ij}=\mu_i q^-_i P_{ij} q^+_j$. A dividing surface is represented by the set $S$ of states on its reactant side, with $A\subseteq S$ and $S\cap B=\varnothing$. `netFlux` adds $f_{ij}-f_{ji}$ over $i\in S$ and $j\notin S$. The main theorem, `netFlux_eq_reactionRate`, says that this flux equals

$$R=\sum_{i\in A}\mu_i\sum_j P_{ij}q^+_j,$$

and `netFlux_independent` compares two surfaces. When $\mu$ is normalised, $R$ is the mean number of reactive transitions per time step; it is not a rate constant, which would also require division by a reactant population.

The flux theorems assume $\mu_i>0$ and the two sets of committor equations. They do not need stationarity or unit row sums. Those conditions give the reversed matrix its physical meaning: `timeReversal_stochastic` shows that they make its rows sum to one and keep $\mu$ stationary. Existence and uniqueness of the committors, and their identification with hitting probabilities, are not derived. Continuous time and continuous state spaces are not treated.

## Conservation at intermediate states

Take $i\notin A\cup B$. The forward equation gives the outflow:

$$\sum_j f_{ij}=\mu_i q^-_i\sum_j P_{ij}q^+_j=\mu_i q^-_i q^+_i.$$

For the inflow, use $\mu_jP_{ji}=\mu_i\tilde P_{ij}$ and then the backward equation:

$$\sum_j f_{ji}=q^+_i\sum_j\mu_jP_{ji}q^-_j=q^+_i\mu_i\sum_j\tilde P_{ij}q^-_j=\mu_i q^-_i q^+_i.$$

The two agree, which is `current_conserved`. In its proof, `hout` is the first calculation and `hback` the backward equation multiplied by $\mu_i$. The identity relating $P$ and $\tilde P$ is `weight_mul_timeReversal`, where positivity permits the division by $\mu_i$.

## From single states to a surface

For any current, the terms $f_{ij}-f_{ji}$ with both states in $S$ cancel in pairs. Hence

$$\sum_{i\in S}\sum_{j\notin S}(f_{ij}-f_{ji})=\sum_{i\in S}\Bigl(\sum_j f_{ij}-\sum_j f_{ji}\Bigr).$$

This is `netFlux_eq_sum_divergence`; exchanging the order of summation with `Finset.sum_comm` supplies the cancellation.

States of $S$ outside $A$ are also outside $B$, so conservation removes them from the right-hand side. In Lean, `Finset.sum_subset` reduces the sum to $A$. There $q^+_i=0$ removes the inflow and $q^-_i=1$ leaves the outflow $\mu_i\sum_jP_{ij}q^+_j$. The sum is $R$, whatever $S$ was, and `netFlux_independent` applies this result twice.

The rate can also be counted at the product end. Choose $S=B^c$, which contains $A$ because no state can have $q^+=0$ and $q^+=1$ at once. Outflow minus inflow sums to zero over all states, so the flux out of $B^c$ is the net inflow to $B$. On $B$, $q^-=0$ removes the outflow and $q^+=1$ simplifies the inflow, giving `reactionRate_eq_arrival`:

$$R=\sum_{j\in B}\sum_i\mu_i q^-_iP_{ij}.$$

## Detailed balance

If $\mu_iP_{ij}=\mu_jP_{ji}$, then $\tilde P=P$. With unit row sums, $1-q^+$ satisfies the backward equations, as `backward_of_detailedBalance` states.

The rate then has a quadratic form. Consider

$$D=\sum_{i,j}(1-q^+_i)\,\mu_iP_{ij}(q^+_j-q^+_i).$$

By the row sums, state $i$ contributes $(1-q^+_i)\mu_i(\sum_jP_{ij}q^+_j-q^+_i)$. This vanishes on $B$ and at intermediate states, while $A$ contributes $R$, so $D=R$. Exchanging $i$ and $j$ and using detailed balance gives a second expression for $D$. Adding the two yields

$$2R=\sum_{i,j}\mu_iP_{ij}(q^+_j-q^+_i)^2,$$

which is `reactionRate_eq_dirichlet`. The facts `h1`, `h2` and `h3` in its proof are the evaluation, the exchange and the addition.

## A driven cycle with three states

In `drivenCycle`, steps $0\to1\to2\to0$ have probability $2/3$ and reverse steps $1/3$. The stationary weights are all $1/3$, and detailed balance fails. With $A=\{0\}$ and $B=\{2\}$,

$$q^+_1=\tfrac13\cdot0+\tfrac23\cdot1=\tfrac23,\qquad q^-_1=\tfrac23\cdot1+\tfrac13\cdot0=\tfrac23.$$

`drivenCycle_witness` checks these committors and $R=7/27$ state by state. The nonzero currents are

$$f_{01}=\tfrac4{27},\qquad f_{02}=\tfrac3{27},\qquad f_{12}=\tfrac4{27}.$$

The flux out of $\{0\}$ is $f_{01}+f_{02}=7/27$, and out of $\{0,1\}$ it is $f_{02}+f_{12}=7/27$.

Now drop the backward equation and use $1-q^+=(1,\tfrac13,0)$ in place of $q^-$, although the chain is driven. The boundary values are still right, but $f_{12}$ falls to $2/27$. State 1 receives $4/27$ and passes on only $2/27$, so the flux is $7/27$ through the first surface and $5/27$ through the second.
